# The operator norm of a creator equals the norm of its orbital, also for non-orthogonal spin-orbitals

We take the annihilators a_i of a finite set of spin-orbitals to be elements of an abstract complex C*-algebra with 1 ≠ 0, and do not construct them as operators on a Fock space. All that is known about them is a pair of relations, for all i and j:

a_i a_j + a_j a_i = 0

a_i a_j* + a_j* a_i = S_ij 1

The star is the adjoint, so a_j* creates an electron in orbital j. The first relation is the antisymmetry of fermions. The second says that the two products of the annihilator of orbital i and the creator of orbital j, one for each order, add up to the number S_ij times the identity; S_ij stands for the overlap ⟨φ_i|φ_j⟩. Nothing is assumed about the matrix S beyond its appearance here.

For a coefficient vector c, the creator of the orbital Σ_j c_j φ_j is X = Σ_j c_j a_j*. The claim is

‖X‖² = c^H S c for every c.

It follows that S is Hermitian and positive semidefinite, that X = 0 exactly when S c = 0, and that the creators a_j* are linearly independent exactly when det S ≠ 0.

## From the anticommutators to the norm

**The creator squares to zero.** The adjoint of the first relation gives a_i* a_j* + a_j* a_i* = 0. Writing X² as a double sum and adding the same sum with i and j exchanged,

2X² = Σ_ij c_i c_j (a_i* a_j* + a_j* a_i*) = 0.

**The mixed anticommutator is an overlap.** Let Y = Σ_j d_j a_j* be the creator of a second orbital. Since X* = Σ_i c̄_i a_i,

X*Y + YX* = Σ_ij c̄_i d_j (a_i a_j* + a_j* a_i) = (c^H S d) 1.

For d = c this reads X*X + XX* = s1, with s = c^H S c.

**The number s is the squared norm.** The left side of the last equation is self-adjoint, so s̄ 1 = s 1, and s is real because 1 ≠ 0. If X = 0, then s1 = 0, so s = 0 and the formula holds. Otherwise put T = X*X. Then

T² = X*(XX*)X = X*(s1 − X*X)X = sT − X*X*XX = sT,

because X² = 0. The C*-identity ‖T‖ = ‖X‖² shows that T ≠ 0. From (s1 − T)T = 0 it follows that s1 − T is not invertible, so s lies in the spectrum of T. The spectrum of X*X is nonnegative, hence s ≥ 0. Applying the C*-identity to the self-adjoint element T,

‖T‖² = ‖T²‖ = s‖T‖,

and dividing by ‖T‖ gives ‖X‖² = ‖T‖ = s.

**Consequences for S.** The adjoint of the second relation with i and j exchanged gives S_ij = S̄_ji, so S is Hermitian, and c^H S c = ‖X‖² ≥ 0 makes it positive semidefinite. If S c = 0, the norm formula gives X = 0. Conversely, if X = 0, its anticommutator with the annihilator of any orbital d vanishes, so d^H S c = 0. Choosing d = S c gives (S c)^H (S c) = 0, hence S c = 0. A linear relation among the creators is therefore the same thing as a null vector of S, and a nonzero one exists exactly when det S = 0.

For a finite set of spin-orbitals, this puts near linear dependence in operator terms: a unit eigenvector of S with eigenvalue λ defines a creator of norm √λ, which is small when λ is small.

## A counter-example without the first relation

Take a single orbital, the algebra ℂ and a = 1. The second relation holds with S = 2, since 1·1 + 1·1 = 2, but a² = 1 violates the first. For c = 1 the creator has squared norm 1, whereas c^H S c = 2.

## The relations and the creator in Lean

The index type `n` labels the spin-orbitals and is finite; the algebra `A` may be infinite-dimensional.

```lean
import Mathlib

open Matrix
open scoped ComplexOrder

namespace NonorthogonalCreators

variable {n A : Type*} [Fintype n]
```

`OverlapCAR a S` is the hypothesis that the two relations hold. It needs only a ring with a star and complex scalars, so no norm enters yet. The field `anti` includes i = j, which gives a_i² = 0.

```lean
/-- Annihilators `a i` of spin-orbitals with overlap matrix `S`: they anticommute among
themselves, and the anticommutator of `a i` with the creator `star (a j)` is `S i j`. -/
structure OverlapCAR {n A : Type*} [Ring A] [StarRing A] [Algebra ℂ A]
    (a : n → A) (S : Matrix n n ℂ) : Prop where
  anti : ∀ i j, a i * a j + a j * a i = 0
  mixed : ∀ i j, a i * star (a j) + star (a j) * a i = S i j • (1 : A)
```

`create a c` is the element X above. The coefficients multiply the creators without conjugation, so creation is linear in c.

```lean
/-- The creator of an electron in the orbital with expansion coefficients `c`. -/
def create [Ring A] [StarRing A] [Algebra ℂ A] (a : n → A) (c : n → ℂ) : A :=
  ∑ j, c j • star (a j)
```

## Two algebraic identities

`create_mul_self` is the statement X² = 0. In its proof, `hs` is the adjoint of the first relation, `h1` and `h2` are the two orderings of the double sum, and `h3` adds them so that they cancel term by term. The step `h4` and the final rewrite divide by 2.

```lean
section Algebraic

variable [Ring A] [StarRing A] [Algebra ℂ A] {a : n → A} {S : Matrix n n ℂ}

/-- Creating two electrons in the same orbital gives zero, for every linear combination of the given
spin-orbitals. -/
theorem create_mul_self (h : OverlapCAR a S) (c : n → ℂ) :
    create a c * create a c = 0 := by
  have hs : ∀ i j, star (a i) * star (a j) + star (a j) * star (a i) = 0 := by
    intro i j
    have := congrArg star (h.anti j i)
    simpa only [star_add, star_mul, star_zero] using this
  have h1 : create a c * create a c
      = ∑ i, ∑ j, (c i * c j) • (star (a i) * star (a j)) := by
    rw [create, Finset.sum_mul_sum]
    refine Finset.sum_congr rfl fun i _ => Finset.sum_congr rfl fun j _ => ?_
    rw [smul_mul_smul_comm]
  have h2 : create a c * create a c
      = ∑ i, ∑ j, (c i * c j) • (star (a j) * star (a i)) := by
    rw [h1, Finset.sum_comm]
    refine Finset.sum_congr rfl fun i _ => Finset.sum_congr rfl fun j _ => ?_
    rw [mul_comm (c j)]
  -- the two orderings of the double sum cancel pairwise
  have h3 : create a c * create a c + create a c * create a c = 0 := by
    nth_rewrite 1 [h1]
    rw [h2, ← Finset.sum_add_distrib]
    refine Finset.sum_eq_zero fun i _ => ?_
    rw [← Finset.sum_add_distrib]
    refine Finset.sum_eq_zero fun j _ => ?_
    rw [← smul_add, hs, smul_zero]
  have h4 : create a c * create a c
      = (1 / 2 : ℂ) • (create a c * create a c + create a c * create a c) := by module
  rw [h4, h3, smul_zero]
```

`anticommutator_eq_overlap` is the mixed anticommutator of two arbitrary orbitals. The expression `star c ⬝ᵥ S *ᵥ d` is c^H S d. The assumption `StarModule ℂ A` says that the star conjugates scalars, which `hstar` uses to expand X*. Both products become double sums with the same coefficients, and `h.mixed` evaluates each pair.

```lean
/-- The anticommutator of the annihilator of orbital `c` with the creator of orbital `d`
is the overlap `c^H S d` of the two orbitals. -/
theorem anticommutator_eq_overlap [StarModule ℂ A] (h : OverlapCAR a S) (c d : n → ℂ) :
    star (create a c) * create a d + create a d * star (create a c)
      = (star c ⬝ᵥ S *ᵥ d) • (1 : A) := by
  have hstar : star (create a c) = ∑ i, star (c i) • a i := by
    simp only [create, star_sum, star_smul, star_star]
  have h1 : star (create a c) * create a d
      = ∑ i, ∑ j, (star (c i) * d j) • (a i * star (a j)) := by
    rw [hstar, create, Finset.sum_mul_sum]
    refine Finset.sum_congr rfl fun i _ => Finset.sum_congr rfl fun j _ => ?_
    rw [smul_mul_smul_comm]
  have h2 : create a d * star (create a c)
      = ∑ i, ∑ j, (star (c i) * d j) • (star (a j) * a i) := by
    rw [hstar, create, Finset.sum_mul_sum, Finset.sum_comm]
    refine Finset.sum_congr rfl fun i _ => Finset.sum_congr rfl fun j _ => ?_
    rw [smul_mul_smul_comm, mul_comm (d j)]
  rw [h1, h2, ← Finset.sum_add_distrib]
  simp only [dotProduct, Matrix.mulVec, Finset.mul_sum, Finset.sum_smul, Pi.star_apply]
  refine Finset.sum_congr rfl fun i _ => ?_
  rw [← Finset.sum_add_distrib]
  refine Finset.sum_congr rfl fun j _ => ?_
  rw [← smul_add, h.mixed, smul_smul]
  congr 1
  ring

end Algebraic
```

The next lemma allows scalars to be compared through their multiples of the identity. This is where `Nontrivial A`, that is 1 ≠ 0, is used.

```lean
/-- Two multiples of the identity agree only if the scalars agree. -/
theorem scalar_inj [Ring A] [Algebra ℂ A] [Nontrivial A] {s t : ℂ}
    (h : s • (1 : A) = t • (1 : A)) : s = t :=
  (algebraMap ℂ A).injective (by simpa only [Algebra.algebraMap_eq_smul_one] using h)
```

## The C*-identity fixes the norm

From here on `A` is a C*-algebra. `norm_sq_of_anticommutator` concerns any element X with X² = 0 and X*X + XX* = s1, whether or not it comes from orbitals. Its conclusion equates a real number, regarded as complex, with s, so it also says that s is real and nonnegative.

The proof follows the derivation above. `hs` gives reality, and s is replaced by a real number `r`. After the case X = 0, `hT` is T² = sT, `hT0` is T ≠ 0, and `hr` is the spectral argument for s ≥ 0. Finally `hn` is the C*-identity for T, from which the common factor ‖X‖² is cancelled.

```lean
variable [CStarAlgebra A] [Nontrivial A] {a : n → A} {S : Matrix n n ℂ}

/-- If `X` squares to zero and its anticommutator with its adjoint is the number `s`,
then the squared operator norm of `X` is `s`. -/
theorem norm_sq_of_anticommutator {X : A} {s : ℂ} (hX : X * X = 0)
    (h : star X * X + X * star X = s • (1 : A)) : ((‖X‖ ^ 2 : ℝ) : ℂ) = s := by
  -- the anticommutator is self-adjoint, so `s` is real
  have hs : star s = s := by
    have h' := congrArg star h
    simp only [star_add, star_mul, star_star, star_smul, star_one] at h'
    exact scalar_inj (A := A) (h'.symm.trans h)
  obtain ⟨r, rfl⟩ := Complex.conj_eq_iff_real.mp hs
  by_cases hX0 : X = 0
  · have hr : (r : ℂ) = 0 := scalar_inj (A := A) (by rw [← h, hX0]; simp)
    rw [hr, hX0]
    simp
  -- the square of `X* X` is `s` times `X* X`
  have hT : (star X * X) * (star X * X) = (r : ℂ) • (star X * X) := by
    calc (star X * X) * (star X * X) = star X * (X * star X) * X := by
          simp only [mul_assoc]
      _ = star X * ((r : ℂ) • (1 : A) - star X * X) * X := by
          rw [← h, add_sub_cancel_left]
      _ = (r : ℂ) • (star X * X) - star X * star X * (X * X) := by
          simp only [mul_sub, sub_mul, mul_smul_comm, smul_mul_assoc, mul_one, mul_assoc]
      _ = (r : ℂ) • (star X * X) := by rw [hX, mul_zero, sub_zero]
  have hpos : 0 < ‖X‖ * ‖X‖ := mul_pos (norm_pos_iff.2 hX0) (norm_pos_iff.2 hX0)
  have hT0 : star X * X ≠ 0 := by
    intro h0
    have := CStarRing.norm_star_mul_self (x := X)
    rw [h0, norm_zero] at this
    linarith
  -- `s` lies in the spectrum of `X* X`, hence is nonnegative
  have hr : 0 ≤ r := by
    refine spectrum_star_mul_self_nonneg (b := X) r ?_
    rw [spectrum.mem_iff]
    intro hu
    refine hT0 (hu.mul_right_eq_zero.mp ?_)
    rw [sub_mul, ← Algebra.smul_def, hT, Complex.coe_smul, sub_self]
  -- the C*-identity for `X* X` fixes the norm
  have hn := CStarRing.norm_star_mul_self (x := star X * X)
  have hsa : star (star X * X) = star X * X := by rw [star_mul, star_star]
  rw [hsa, hT, norm_smul, CStarRing.norm_star_mul_self, Complex.norm_real,
    Real.norm_of_nonneg hr] at hn
  have e : ‖X‖ ^ 2 = r := by
    rw [pow_two]
    exact (mul_right_cancel₀ hpos.ne' hn).symm
  rw [e]
```

The norm formula for creators combines this lemma with the two algebraic identities, taking the same orbital twice in the second.

```lean
/-- The squared operator norm of the creator of orbital `c` is `c^H S c`. -/
theorem norm_sq_create (h : OverlapCAR a S) (c : n → ℂ) :
    ((‖create a c‖ ^ 2 : ℝ) : ℂ) = star c ⬝ᵥ S *ᵥ c :=
  norm_sq_of_anticommutator (create_mul_self h c) (anticommutator_eq_overlap h c c)
```

## Positivity, null vectors and linear independence

`S.PosSemidef` contains both Hermiticity and c^H S c ≥ 0. The proof obtains the first from the adjoint of the mixed relation and the second from the norm formula.

```lean
/-- The overlap matrix is Hermitian and positive semidefinite. -/
theorem overlap_posSemidef (h : OverlapCAR a S) : S.PosSemidef := by
  refine Matrix.PosSemidef.of_dotProduct_mulVec_nonneg ?_ fun c => ?_
  · refine Matrix.IsHermitian.ext fun i j => ?_
    have h' := congrArg star (h.mixed j i)
    simp only [star_add, star_mul, star_star, star_smul, star_one] at h'
    exact scalar_inj (A := A) (h'.symm.trans (h.mixed i j))
  · rw [← norm_sq_create h c]
    exact Complex.zero_le_real.2 (by positivity)
```

The null-vector criterion uses the norm formula in one direction. In the other, it uses the anticommutator with the particular orbital whose coefficients are `S *ᵥ c`.

```lean
/-- The creator of orbital `c` vanishes exactly when `c` is a null vector of the overlap
matrix. -/
theorem create_eq_zero_iff (h : OverlapCAR a S) (c : n → ℂ) :
    create a c = 0 ↔ S *ᵥ c = 0 := by
  constructor
  · intro h0
    -- the anticommutator of the creator with the annihilator of the orbital `S c`
    have h1 := anticommutator_eq_overlap h (S *ᵥ c) c
    rw [h0, mul_zero, zero_mul, add_zero] at h1
    have h2 : star (S *ᵥ c) ⬝ᵥ S *ᵥ c = 0 :=
      scalar_inj (A := A) (by rw [← h1, zero_smul])
    exact dotProduct_star_self_eq_zero.mp h2
  · intro h0
    have h1 := norm_sq_create h c
    rw [h0, dotProduct_zero] at h1
    have h2 : ‖create a c‖ ^ 2 = 0 := by exact_mod_cast h1
    exact norm_eq_zero.mp (pow_eq_zero_iff two_ne_zero |>.mp h2)
```

For the determinant criterion, Mathlib supplies the equivalence between a vanishing determinant and the existence of a nonzero null vector. The rest translates null vectors into linear relations among the creators.

```lean
/-- The creators `star (a j)` are linearly independent exactly when the overlap matrix has nonzero
determinant. -/
theorem linearIndependent_iff_det [DecidableEq n] (h : OverlapCAR a S) :
    LinearIndependent ℂ (fun j => star (a j)) ↔ S.det ≠ 0 := by
  rw [Fintype.linearIndependent_iff, ne_eq, ← Matrix.exists_mulVec_eq_zero_iff]
  constructor
  · rintro hl ⟨v, hv, h0⟩
    exact hv (funext (hl v ((create_eq_zero_iff h v).2 h0)))
  · intro hn g hg i
    by_contra hi
    exact hn ⟨g, fun h0 => hi (congrFun h0 i), (create_eq_zero_iff h g).1 hg⟩
```

## Two non-orthogonal orbitals as 4 × 4 matrices

The relations are satisfied by explicit matrices, with the conjugate transpose as star. If b_0 and b_1 are annihilators of two orthonormal orbitals, the matrices represent a_0 = b_0 and a_1 = b_0 + b_1. The second orbital is not normalised: its squared norm is 2. After normalisation the overlap of the two orbitals is 1/√2. The determinant of S is 1, so the orbitals are linearly independent.

The proof writes out both adjoints and then compares the matrices entry by entry. The theorem concerns the algebraic relations alone; the 4 × 4 matrices become a C*-algebra when they are given the operator norm.

```lean
/-- Two explicit 4 × 4 matrices satisfy the relations with an overlap matrix that has
nonzero off-diagonal entries. -/
theorem overlapCAR_witness :
    OverlapCAR (A := Matrix (Fin 4) (Fin 4) ℂ)
      ![!![0, 0, 1, 0; 0, 0, 0, 1; 0, 0, 0, 0; 0, 0, 0, 0],
        !![0, 1, 1, 0; 0, 0, 0, 1; 0, 0, 0, -1; 0, 0, 0, 0]]
      !![1, 1; 1, 2] := by
  -- the two creators as explicit matrices
  have h0 : star (!![0, 0, 1, 0; 0, 0, 0, 1; 0, 0, 0, 0; 0, 0, 0, 0] :
      Matrix (Fin 4) (Fin 4) ℂ) = !![0, 0, 0, 0; 0, 0, 0, 0; 1, 0, 0, 0; 0, 1, 0, 0] := by
    ext i j
    fin_cases i <;> fin_cases j <;> simp
  have h1 : star (!![0, 1, 1, 0; 0, 0, 0, 1; 0, 0, 0, -1; 0, 0, 0, 0] :
      Matrix (Fin 4) (Fin 4) ℂ) = !![0, 0, 0, 0; 1, 0, 0, 0; 1, 0, 0, 0; 0, 1, -1, 0] := by
    ext i j
    fin_cases i <;> fin_cases j <;> simp
  constructor <;> intro i j <;> fin_cases i <;> fin_cases j <;> ext k l <;>
    fin_cases k <;> fin_cases l <;>
    simp [h0, h1] <;> norm_num

end NonorthogonalCreators
```

The results describe creators and overlaps only. No Hamiltonian appears, and S is not computed from orbital functions: its identification with a matrix of overlap integrals enters through the assumed mixed relation.

```lean
#print axioms NonorthogonalCreators.norm_sq_create
-- 'NonorthogonalCreators.norm_sq_create' depends on axioms: [propext, Classical.choice, Quot.sound]
#print axioms NonorthogonalCreators.overlap_posSemidef
-- 'NonorthogonalCreators.overlap_posSemidef' depends on axioms: [propext, Classical.choice, Quot.sound]
#print axioms NonorthogonalCreators.linearIndependent_iff_det
-- 'NonorthogonalCreators.linearIndependent_iff_det' depends on axioms: [propext, Classical.choice, Quot.sound]
```
